# For real D above every site energy, the coherent potential lies between the virtual-crystal mean and the highest site energy

## Two species in equal amounts

Let half the sites of an alloy have energy a > 0 and half −a. For disorder in the site energies only, the coherent potential approximation (CPA) gives every site the same hybridisation with its surroundings. Write D for the electron energy minus this hybridisation, and take D real with D > a. A site of energy v then has local Green function 1/(D − v), called its locator here (the bare locator leaves out the hybridisation). The averaged locator is

F = ½/(D − a) + ½/(D + a) = D/(D² − a²).

An effective medium with site energy s has the same local Green function if 1/(D − s) = F, so

s = D − 1/F = a²/D.

This lies between the mean energy 0 and the maximum a. It tends to 0 as D → ∞ and to a as D → a from above.

## Many species and the CPA condition

Let species i have energy vᵢ < D and concentration cᵢ ≥ 0, with ∑ cᵢ = 1. Set F = ∑ cᵢ/(D − vᵢ), s = D − 1/F and v̄ = ∑ cᵢvᵢ. Some cᵢ is positive, so F > 0, and s is the only solution of

(D − s)F = 1.

The single-site t-matrix is tᵢ = (vᵢ − s)/(1 − (vᵢ − s)F). Its denominator equals (D − vᵢ)F, and 1/F = D − s. Writing vᵢ − s = (D − s) − (D − vᵢ) gives

tᵢ = (D − s)²/(D − vᵢ) − (D − s),

∑ cᵢtᵢ = (D − s)²F − (D − s) = 0.

This is the CPA equation: on average, an impurity in the medium does not scatter.

## The two bounds

Squaring the same decomposition and dividing by D − vᵢ gives

(vᵢ − s)²/(D − vᵢ) = (D − s)²/(D − vᵢ) − 2(D − s) + (D − vᵢ).

The average of the right side is (D − s) − 2(D − s) + D − v̄, hence

s − v̄ = ∑ cᵢ(vᵢ − s)²/(D − vᵢ) ≥ 0.

For the upper bound, let M ≥ vᵢ for all i. Then cᵢ(D − M)/(D − vᵢ) ≤ cᵢ, and summing gives (D − M)F ≤ 1 = (D − s)F. Therefore s ≤ M.

## Equality and limits

If s = v̄, every term of the sum of squares vanishes, so each species with cᵢ ≠ 0 has vᵢ = v̄. Conversely, if they all do, (D − v̄)F = 1 and uniqueness gives s = v̄.

If also m ≤ vᵢ for all i, then vᵢ and s both lie in [m, M], so for D > M

0 ≤ s − v̄ ≤ (M − m)²/(D − M),

which tends to 0 as D → ∞. If the highest energy vⱼ belongs to a species with cⱼ > 0, then F ≥ cⱼ/(D − vⱼ), and

D − (D − vⱼ)/cⱼ ≤ s ≤ vⱼ.

Both ends meet at vⱼ as D decreases to it.

## What the Lean statements say

The species form a finite type `ι`, and `c` and `v` are real functions on it. `avgLocator` is F, `coherentPotential` is s and `virtualCrystal` is v̄. The hypotheses `hc`, `hsum` and `hD` state cᵢ ≥ 0, ∑ cᵢ = 1 and vᵢ < D. In `coherentPotential_bounds` the maximum is `Finset.univ.sup'`, which needs a nonempty type and also counts species of zero concentration.

D is a given real number. In a full CPA calculation it depends on s through the lattice Green function; that self-consistency, complex energies and matrix-valued potentials are not treated. For scalar site-diagonal disorder, the bounds provide a check on a CPA code wherever its D is real and above all site energies.

```lean
import Mathlib

open Filter Topology

namespace CoherentPotentialBounds

noncomputable section

variable {ι : Type*} [Fintype ι]

/-- The concentration-averaged locator `∑ cᵢ / (D - vᵢ)` of an alloy with site energies `vᵢ`. -/
def avgLocator (c v : ι → ℝ) (D : ℝ) : ℝ := ∑ i, c i / (D - v i)

/-- The coherent potential: the site energy `s` of the effective medium at given `D`. -/
def coherentPotential (c v : ι → ℝ) (D : ℝ) : ℝ := D - 1 / avgLocator c v D

/-- The virtual-crystal potential: the concentration-weighted mean site energy. -/
def virtualCrystal (c v : ι → ℝ) : ℝ := ∑ i, c i * v i

/-- The single-site t-matrix of an impurity of energy `v` in a medium of site energy `s`
with local Green function `F`. -/
def tMatrix (v s F : ℝ) : ℝ := (v - s) / (1 - (v - s) * F)

/-- The averaged locator is positive when `D` lies above all site energies. -/
theorem avgLocator_pos {c v : ι → ℝ} {D : ℝ} (hc : ∀ i, 0 ≤ c i) (hsum : ∑ i, c i = 1)
    (hD : ∀ i, v i < D) : 0 < avgLocator c v D := by
  obtain ⟨j, hj⟩ : ∃ j, 0 < c j := by
    by_contra h
    have h0 : ∑ i, c i ≤ 0 :=
      Finset.sum_nonpos (fun i _ => not_lt.mp (fun hi => h ⟨i, hi⟩))
    linarith
  exact Finset.sum_pos' (fun i _ => div_nonneg (hc i) (sub_pos.2 (hD i)).le)
    ⟨j, Finset.mem_univ j, div_pos hj (sub_pos.2 (hD j))⟩

/-- For `D` above all site energies, the coherent potential is the unique site energy `x` for which
the locator of the medium, `1 / (D - x)`, equals the averaged locator. -/
theorem locator_condition_iff {c v : ι → ℝ} {D : ℝ} (hc : ∀ i, 0 ≤ c i)
    (hsum : ∑ i, c i = 1) (hD : ∀ i, v i < D) (x : ℝ) :
    (D - x) * avgLocator c v D = 1 ↔ x = coherentPotential c v D := by
  have hp := avgLocator_pos hc hsum hD
  constructor
  · intro h
    have h1 : D - x = 1 / avgLocator c v D := by
      rw [eq_div_iff hp.ne']
      exact h
    unfold coherentPotential
    linarith
  · rintro rfl
    unfold coherentPotential
    rw [sub_sub_cancel]
    exact one_div_mul_cancel hp.ne'

/-- The t-matrix written through `D`, when the medium has local Green function
`F = 1 / (D - s)`. -/
theorem tMatrix_eq {D v s F : ℝ} (hv : D - v ≠ 0) (hF : (D - s) * F = 1) :
    tMatrix v s F = (D - s) ^ 2 / (D - v) - (D - s) := by
  have hF0 : F ≠ 0 := by
    rintro rfl
    simp at hF
  have hden : 1 - (v - s) * F = (D - v) * F := by linear_combination -hF
  have e : (D - s) ^ 2 / (D - v) * (D - v) = (D - s) ^ 2 := div_mul_cancel₀ _ hv
  unfold tMatrix
  rw [hden, div_eq_iff (mul_ne_zero hv hF0)]
  linear_combination (-F) * e - (v - s) * hF

/-- The CPA equation: for `D` above all site energies, the averaged single-site t-matrix vanishes in
the coherent medium. -/
theorem average_tMatrix_eq_zero {c v : ι → ℝ} {D : ℝ} (hc : ∀ i, 0 ≤ c i)
    (hsum : ∑ i, c i = 1) (hD : ∀ i, v i < D) :
    ∑ i, c i * tMatrix (v i) (coherentPotential c v D) (avgLocator c v D) = 0 := by
  have hb := (locator_condition_iff hc hsum hD _).2 rfl
  set s := coherentPotential c v D
  calc ∑ i, c i * tMatrix (v i) s (avgLocator c v D)
      = ∑ i, ((D - s) ^ 2 * (c i / (D - v i)) - (D - s) * c i) :=
        Finset.sum_congr rfl fun i _ => by
          rw [tMatrix_eq (sub_pos.2 (hD i)).ne' hb]
          ring
    _ = (D - s) ^ 2 * avgLocator c v D - (D - s) * 1 := by
        rw [Finset.sum_sub_distrib, ← Finset.mul_sum, ← Finset.mul_sum, hsum]
        rfl
    _ = 0 := by linear_combination (D - s) * hb

/-- For `D` above all site energies, the coherent potential minus the virtual-crystal mean is
exactly a weighted sum of squared deviations of the site energies from the coherent potential. -/
theorem coherentPotential_sub_virtualCrystal {c v : ι → ℝ} {D : ℝ} (hc : ∀ i, 0 ≤ c i)
    (hsum : ∑ i, c i = 1) (hD : ∀ i, v i < D) :
    coherentPotential c v D - virtualCrystal c v =
      ∑ i, c i * (v i - coherentPotential c v D) ^ 2 / (D - v i) := by
  have hb := (locator_condition_iff hc hsum hD _).2 rfl
  set s := coherentPotential c v D
  symm
  calc ∑ i, c i * (v i - s) ^ 2 / (D - v i)
      = ∑ i, ((D - s) ^ 2 * (c i / (D - v i)) - (2 * (D - s) - D) * c i - c i * v i) :=
        Finset.sum_congr rfl fun i _ => by
          have hn : D - v i ≠ 0 := (sub_pos.2 (hD i)).ne'
          have e : c i / (D - v i) * (D - v i) = c i := div_mul_cancel₀ _ hn
          rw [div_eq_iff hn]
          linear_combination (-(D - s) ^ 2) * e
    _ = (D - s) ^ 2 * avgLocator c v D - (2 * (D - s) - D) * 1 - virtualCrystal c v := by
        rw [Finset.sum_sub_distrib, Finset.sum_sub_distrib, ← Finset.mul_sum,
          ← Finset.mul_sum, hsum]
        rfl
    _ = s - virtualCrystal c v := by linear_combination (D - s) * hb

/-- For `D` above all site energies, the coherent potential does not exceed any upper bound `M` of
the site energies. -/
theorem coherentPotential_le {c v : ι → ℝ} {D M : ℝ} (hc : ∀ i, 0 ≤ c i)
    (hsum : ∑ i, c i = 1) (hD : ∀ i, v i < D) (hM : ∀ i, v i ≤ M) :
    coherentPotential c v D ≤ M := by
  have hp := avgLocator_pos hc hsum hD
  have h : (D - M) * avgLocator c v D ≤ 1 := by
    rw [← hsum, avgLocator, Finset.mul_sum]
    refine Finset.sum_le_sum fun i _ => ?_
    have hi := sub_pos.2 (hD i)
    rw [← mul_div_assoc, div_le_iff₀ hi]
    nlinarith [mul_nonneg (hc i) (sub_nonneg.2 (hM i))]
  have h1 : D - M ≤ 1 / avgLocator c v D := (le_div_iff₀ hp).2 h
  unfold coherentPotential
  linarith

/-- For `D` above all site energies, the coherent potential lies between the virtual-crystal
mean and the largest site energy. -/
theorem coherentPotential_bounds [Nonempty ι] {c v : ι → ℝ} {D : ℝ} (hc : ∀ i, 0 ≤ c i)
    (hsum : ∑ i, c i = 1) (hD : ∀ i, v i < D) :
    virtualCrystal c v ≤ coherentPotential c v D ∧
      coherentPotential c v D ≤ Finset.univ.sup' Finset.univ_nonempty v := by
  constructor
  · -- the exact gap is a sum of nonnegative terms
    rw [← sub_nonneg, coherentPotential_sub_virtualCrystal hc hsum hD]
    exact Finset.sum_nonneg fun i _ =>
      div_nonneg (mul_nonneg (hc i) (sq_nonneg _)) (sub_pos.2 (hD i)).le
  · exact coherentPotential_le hc hsum hD fun i => Finset.le_sup' v (Finset.mem_univ i)

/-- For `D` above all site energies, the coherent potential equals the virtual-crystal mean exactly
when every species present has that mean as its site energy. -/
theorem coherentPotential_eq_virtualCrystal_iff {c v : ι → ℝ} {D : ℝ} (hc : ∀ i, 0 ≤ c i)
    (hsum : ∑ i, c i = 1) (hD : ∀ i, v i < D) :
    coherentPotential c v D = virtualCrystal c v ↔
      ∀ i, c i ≠ 0 → v i = virtualCrystal c v := by
  constructor
  · intro h i hi
    have hg := coherentPotential_sub_virtualCrystal hc hsum hD
    rw [h, sub_self] at hg
    have hz := (Finset.sum_eq_zero_iff_of_nonneg fun k _ =>
      div_nonneg (mul_nonneg (hc k) (sq_nonneg _)) (sub_pos.2 (hD k)).le).1 hg.symm
      i (Finset.mem_univ i)
    rcases div_eq_zero_iff.1 hz with h1 | h1
    · rcases mul_eq_zero.1 h1 with h2 | h2
      · exact absurd h2 hi
      · exact sub_eq_zero.1 (pow_eq_zero_iff two_ne_zero |>.1 h2)
    · exact absurd h1 (sub_pos.2 (hD i)).ne'
  · intro h
    refine ((locator_condition_iff hc hsum hD _).1 ?_).symm
    rw [← hsum, avgLocator, Finset.mul_sum]
    refine Finset.sum_congr rfl fun i _ => ?_
    by_cases h0 : c i = 0
    · simp [h0]
    · rw [← h i h0, mul_comm]
      exact div_mul_cancel₀ _ (sub_pos.2 (hD i)).ne'

/-- As `D` goes to infinity, the coherent potential tends to the virtual-crystal mean. -/
theorem tendsto_virtualCrystal {c v : ι → ℝ} (hc : ∀ i, 0 ≤ c i) (hsum : ∑ i, c i = 1) :
    Tendsto (coherentPotential c v) atTop (𝓝 (virtualCrystal c v)) := by
  obtain ⟨M, hM'⟩ := (Set.finite_range v).bddAbove
  obtain ⟨m, hm'⟩ := (Set.finite_range v).bddBelow
  have hM : ∀ i, v i ≤ M := fun i => hM' ⟨i, rfl⟩
  have hm : ∀ i, m ≤ v i := fun i => hm' ⟨i, rfl⟩
  have hmean : m ≤ virtualCrystal c v := by
    calc m = ∑ i, c i * m := by rw [← Finset.sum_mul, hsum, one_mul]
      _ ≤ virtualCrystal c v :=
        Finset.sum_le_sum fun i _ => mul_le_mul_of_nonneg_left (hm i) (hc i)
  have h0 : Tendsto (fun D : ℝ => D - M) atTop atTop := tendsto_atTop.2 fun b => by
    filter_upwards [eventually_ge_atTop (b + M)] with D hD
    linarith
  have hlim := (tendsto_const_nhds (x := virtualCrystal c v)).add
    ((tendsto_const_nhds (x := (M - m) ^ 2)).div_atTop h0)
  rw [add_zero] at hlim
  have hlow : ∀ D, M < D → virtualCrystal c v ≤ coherentPotential c v D := fun D hD => by
    have hD' : ∀ i, v i < D := fun i => (hM i).trans_lt hD
    rw [← sub_nonneg, coherentPotential_sub_virtualCrystal hc hsum hD']
    exact Finset.sum_nonneg fun i _ =>
      div_nonneg (mul_nonneg (hc i) (sq_nonneg _)) (sub_pos.2 (hD' i)).le
  refine tendsto_of_tendsto_of_tendsto_of_le_of_le' tendsto_const_nhds hlim ?_ ?_
  · filter_upwards [eventually_gt_atTop M] with D hD using hlow D hD
  · filter_upwards [eventually_gt_atTop M] with D hD
    have hD' : ∀ i, v i < D := fun i => (hM i).trans_lt hD
    have hs := coherentPotential_le hc hsum hD' hM
    have hl := hlow D hD
    -- the gap is at most (M - m)² / (D - M)
    have hgap : coherentPotential c v D - virtualCrystal c v ≤ (M - m) ^ 2 / (D - M) := by
      rw [coherentPotential_sub_virtualCrystal hc hsum hD',
        ← one_mul ((M - m) ^ 2 / (D - M)), ← hsum, Finset.sum_mul]
      refine Finset.sum_le_sum fun i _ => ?_
      have hi := hM i
      have hi' := hm i
      rw [mul_div_assoc]
      exact mul_le_mul_of_nonneg_left (div_le_div₀ (sq_nonneg _)
        (sq_le_sq' (by linarith) (by linarith)) (sub_pos.2 hD) (by linarith)) (hc i)
    linarith

/-- As `D` decreases to the largest site energy, of a species with positive concentration,
the coherent potential tends to that energy. -/
theorem tendsto_max {c v : ι → ℝ} (hc : ∀ i, 0 ≤ c i) (hsum : ∑ i, c i = 1) {j : ι}
    (hj : 0 < c j) (hmax : ∀ i, v i ≤ v j) :
    Tendsto (coherentPotential c v) (𝓝[>] (v j)) (𝓝 (v j)) := by
  have hlim : Tendsto (fun D : ℝ => D - (D - v j) / c j) (𝓝 (v j)) (𝓝 (v j)) := by
    have hcont : Continuous (fun D : ℝ => D - (D - v j) / c j) := by fun_prop
    have h := hcont.tendsto (v j)
    rwa [sub_self, zero_div, sub_zero] at h
  refine tendsto_of_tendsto_of_tendsto_of_le_of_le' (hlim.mono_left nhdsWithin_le_nhds)
    tendsto_const_nhds ?_ ?_
  · filter_upwards [self_mem_nhdsWithin] with D hD
    have hjD : v j < D := hD
    have hD' : ∀ i, v i < D := fun i => (hmax i).trans_lt hjD
    -- the top species alone bounds the averaged locator from below
    have h1 : c j / (D - v j) ≤ avgLocator c v D :=
      Finset.single_le_sum (f := fun i => c i / (D - v i))
        (fun i _ => div_nonneg (hc i) (sub_pos.2 (hD' i)).le) (Finset.mem_univ j)
    rw [div_le_iff₀ (sub_pos.2 hjD)] at h1
    have h2 : 1 / avgLocator c v D ≤ (D - v j) / c j := by
      rw [div_le_div_iff₀ (avgLocator_pos hc hsum hD') hj]
      linarith
    unfold coherentPotential
    linarith
  · filter_upwards [self_mem_nhdsWithin] with D hD
    have hjD : v j < D := hD
    exact coherentPotential_le hc hsum (fun i => (hmax i).trans_lt hjD) hmax

end

end CoherentPotentialBounds
```

```lean
#print axioms CoherentPotentialBounds.coherentPotential_bounds
#print axioms CoherentPotentialBounds.coherentPotential_eq_virtualCrystal_iff
#print axioms CoherentPotentialBounds.tendsto_virtualCrystal
#print axioms CoherentPotentialBounds.tendsto_max
```

```
'CoherentPotentialBounds.coherentPotential_bounds' depends on axioms: [propext, Classical.choice, Quot.sound]
'CoherentPotentialBounds.coherentPotential_eq_virtualCrystal_iff' depends on axioms: [propext, Classical.choice, Quot.sound]
'CoherentPotentialBounds.tendsto_virtualCrystal' depends on axioms: [propext, Classical.choice, Quot.sound]
'CoherentPotentialBounds.tendsto_max' depends on axioms: [propext, Classical.choice, Quot.sound]
```

## How the proof follows the algebra

`avgLocator_pos` finds a species with positive concentration by contradiction. `locator_condition_iff` turns the definition of s into (D − s)F = 1, the relation `hb` used afterwards.

`tMatrix_eq` rewrites a single t-matrix. `average_tMatrix_eq_zero` and `coherentPotential_sub_virtualCrystal` then share one pattern: rewrite each summand, split the sum, and finish with `linear_combination (D - s) * hb`, which inserts (D − s)²F = D − s.

`coherentPotential_le` compares sums term by term. `coherentPotential_bounds` combines it with the nonnegative sum of squares, and `coherentPotential_eq_virtualCrystal_iff` uses the fact that a zero sum of nonnegative terms has only zero terms.

Both limits are squeeze arguments. In `tendsto_virtualCrystal` the step `hgap` is the estimate (M − m)²/(D − M); in `tendsto_max`, `h1` keeps only the top species in F, and `𝓝[>] (v j)` expresses the approach from above.
